# The mean of r⁻³ in a circular hydrogenic orbital with l ≥ 1

For one electron in the Coulomb field of a nuclear charge Z > 0, in atomic units, the theorem takes the unnormalised radial function P(r) = r^(l+1) exp(−Zr/n) with n = l + 1 and l ≥ 1. It states that P²/r³ is integrable on r > 0, and that the integral of P²/r³ divided by that of P² equals Z³/(n³ l (l+1/2) (l+1)). The proof writes l = m + 1 and turns both integrals into moments of a decaying exponential, each of the form k!/b^(k+1) with b = 2Z/n. The powers are k = 2m + 1 for the numerator and k = 2m + 4 for the denominator, and the result follows from their ratio.

The failing Lean file:

```lean
import Mathlib

open MeasureTheory Set

namespace HydrogenicFineStructure

noncomputable section

/-- The radial function `r^(l+1) exp(-Zr/n)` with `n = l + 1`, not normalised. -/
def circularOrbital (Z : ℝ) (l : ℕ) (r : ℝ) : ℝ :=
  r ^ (l + 1) * Real.exp (-(Z / ((l : ℝ) + 1) * r))

/-- The normalised mean of `r⁻³` in the radial function `P`, for nonzero square-integrable `P`
with `P²/r³` integrable. -/
def inverseCubeMean (P : ℝ → ℝ) : ℝ :=
  (∫ r in Ioi (0 : ℝ), P r ^ 2 / r ^ 3) / ∫ r in Ioi (0 : ℝ), P r ^ 2

/-- The radial moment `∫ r^k exp(-br) dr = k!/b^(k+1)` over the half-line. -/
lemma integral_pow_exp (k : ℕ) {b : ℝ} (hb : 0 < b) :
    ∫ r in Ioi (0 : ℝ), r ^ k * Real.exp (-(b * r)) = (k.factorial : ℝ) / b ^ (k + 1) := by
  have h := Real.integral_rpow_mul_exp_neg_mul_Ioi (a := (k : ℝ) + 1) (r := b)
    (by positivity) hb
  have e : (k : ℝ) + 1 = ((k + 1 : ℕ) : ℝ) := (Nat.cast_succ k).symm
  have hp : (1 / b) ^ ((k : ℝ) + 1) = 1 / b ^ (k + 1) := by
    rw [e, Real.rpow_natCast, one_div_pow]
  rw [Real.Gamma_nat_eq_factorial, hp] at h
  simp only [add_sub_cancel_right, Real.rpow_natCast] at h
  rw [h]
  ring

/-- A power times a decaying exponential is integrable on the half-line. -/
lemma integrable_pow_exp (k : ℕ) {b : ℝ} (hb : 0 < b) :
    IntegrableOn (fun r : ℝ => r ^ k * Real.exp (-(b * r))) (Ioi 0) := by
  by_contra h
  have h0 := integral_pow_exp k hb
  rw [integral_undef h] at h0
  have : 0 < (k.factorial : ℝ) / b ^ (k + 1) := by positivity
  linarith

lemma exp_sq (b r : ℝ) : Real.exp (-(b * r)) ^ 2 = Real.exp (-(2 * b * r)) := by
  rw [sq, ← Real.exp_add]
  congr 1
  ring

/-- For `n = l + 1` and `l ≥ 1`, `P²/r³` is integrable and the normalised mean of `r⁻³` is
`Z³/(n³ l (l+1/2) (l+1))`. -/
theorem circular_inverseCubeMean {Z : ℝ} (hZ : 0 < Z) {l : ℕ} (hl : 1 ≤ l) :
    IntegrableOn (fun r => circularOrbital Z l r ^ 2 / r ^ 3) (Ioi 0) ∧
    inverseCubeMean (circularOrbital Z l)
      = Z ^ 3 / (((l : ℝ) + 1) ^ 3 * l * (l + 1 / 2) * (l + 1)) := by
  obtain ⟨m, rfl⟩ : ∃ m, l = m + 1 := ⟨l - 1, by omega⟩
  have hb : 0 < 2 * (Z / (((m + 1 : ℕ) : ℝ) + 1)) := by positivity
  have hN : ∀ r, circularOrbital Z (m + 1) r ^ 2
      = r ^ (2 * m + 4) * Real.exp (-(2 * (Z / (((m + 1 : ℕ) : ℝ) + 1)) * r)) := fun r => by
    unfold circularOrbital
    rw [mul_pow, exp_sq]
    ring
  have hC : EqOn (fun r => r ^ (2 * m + 1)
      * Real.exp (-(2 * (Z / (((m + 1 : ℕ) : ℝ) + 1)) * r)))
      (fun r => circularOrbital Z (m + 1) r ^ 2 / r ^ 3) (Ioi 0) := fun r hr => by
    have h0 : r ≠ 0 := (mem_Ioi.mp hr).ne'
    simp only [hN]
    rw [eq_div_iff (pow_ne_zero 3 h0)]
    ring
  refine ⟨(integrable_pow_exp _ hb).congr_fun hC measurableSet_Ioi, ?_⟩
  have hI := (setIntegral_congr_fun (μ := volume) measurableSet_Ioi hC).symm.trans
    (integral_pow_exp _ hb)
  have hJ : ∫ r in Ioi (0 : ℝ), circularOrbital Z (m + 1) r ^ 2 = _ := by
    simp only [hN]
    exact integral_pow_exp _ hb
  have hf : ((2 * m + 4).factorial : ℝ)
      = ((2 * m + 4) * (2 * m + 3) * (2 * m + 2)) * ((2 * m + 1).factorial : ℝ) := by
    have h : (2 * m + 4).factorial
        = (2 * m + 4) * ((2 * m + 3) * ((2 * m + 2) * (2 * m + 1).factorial)) := rfl
    rw [h]
    push_cast
    ring
  -- the ratio of the two moments leaves the cube of the decay constant
  have ratio : ∀ (F B c : ℝ) (k : ℕ), F ≠ 0 → B ≠ 0 → c ≠ 0 →
      F / B ^ k / (c * F / B ^ (k + 3)) = B ^ 3 / c := fun F B c k hF hB hc => by
    rw [pow_add]
    field_simp
  unfold inverseCubeMean
  rw [hI, hJ, hf, show 2 * m + 4 + 1 = (2 * m + 1 + 1) + 3 by omega,
    ratio _ _ _ _ (by positivity) hb.ne' (by positivity), mul_pow, div_pow, ← mul_div_assoc,
    div_div, div_eq_div_iff (by positivity) (by positivity)]
  push_cast
  ring

end

end HydrogenicFineStructure
```

The compiler's answer:

```
Main.lean:68:66: error: don't know how to synthesize placeholder
context:
Z : ℝ
hZ : 0 < Z
m : ℕ
hl : 1 ≤ m + 1
hb : 0 < 2 * (Z / (↑(m + 1) + 1))
hN : ∀ (r : ℝ), circularOrbital Z (m + 1) r ^ 2 = r ^ (2 * m + 4) * Real.exp (-(2 * (Z / (↑(m + 1) + 1)) * r))
hC :
  EqOn (fun r => r ^ (2 * m + 1) * Real.exp (-(2 * (Z / (↑(m + 1) + 1)) * r)))
    (fun r => circularOrbital Z (m + 1) r ^ 2 / r ^ 3) (Ioi 0)
hI :
  ∫ (x : ℝ) in Ioi 0, circularOrbital Z (m + 1) x ^ 2 / x ^ 3 =
    ↑(2 * m + 1).factorial / (2 * (Z / (↑(m + 1) + 1))) ^ (2 * m + 1 + 1)
⊢ ℝ
Main.lean:50:67: error: unsolved goals
Z : ℝ
hZ : 0 < Z
m : ℕ
hl : 1 ≤ m + 1
hb : 0 < 2 * (Z / (↑(m + 1) + 1))
hN : ∀ (r : ℝ), circularOrbital Z (m + 1) r ^ 2 = r ^ (2 * m + 4) * Real.exp (-(2 * (Z / (↑(m + 1) + 1)) * r))
hC :
  EqOn (fun r => r ^ (2 * m + 1) * Real.exp (-(2 * (Z / (↑(m + 1) + 1)) * r)))
    (fun r => circularOrbital Z (m + 1) r ^ 2 / r ^ 3) (Ioi 0)
hI :
  ∫ (x : ℝ) in Ioi 0, circularOrbital Z (m + 1) x ^ 2 / x ^ 3 =
    ↑(2 * m + 1).factorial / (2 * (Z / (↑(m + 1) + 1))) ^ (2 * m + 1 + 1)
⊢ inverseCubeMean (circularOrbital Z (m + 1)) =
    Z ^ 3 / ((↑(m + 1) + 1) ^ 3 * ↑(m + 1) * (↑(m + 1) + 1 / 2) * (↑(m + 1) + 1))
```

The change, after which it compiles:

```diff
@@ -66,5 +66,7 @@
   have hI := (setIntegral_congr_fun (μ := volume) measurableSet_Ioi hC).symm.trans
     (integral_pow_exp _ hb)
-  have hJ : ∫ r in Ioi (0 : ℝ), circularOrbital Z (m + 1) r ^ 2 = _ := by
+  have hJ : ∫ r in Ioi (0 : ℝ), circularOrbital Z (m + 1) r ^ 2
+      = ((2 * m + 4).factorial : ℝ)
+        / (2 * (Z / (((m + 1 : ℕ) : ℝ) + 1))) ^ (2 * m + 4 + 1) := by
     simp only [hN]
     exact integral_pow_exp _ hb
```

Cause. The first message points at the `_` on the right of `hJ`, and its goal `⊢ ℝ` says that what is missing is a real number, the value of the integral of P². Lean has to settle the statement of a `have` before it runs the `by` block that proves it. The line `exact integral_pow_exp _ hb` would have shown what the value is, but it comes too late to fill a gap in the statement. `hI` escapes this because it has no stated type and takes its type from the term that proves it.

The second message follows from the first: the proof stopped at `hJ`, so the formula for the mean was left unproved.

The diff writes the value out, as `(2 * m + 4).factorial` over the decay constant to the power `2 * m + 4 + 1`. This is what `integral_pow_exp` gives for the power `2 * m + 4`, so the two lines proving `hJ` work unchanged.
